# Two unit point dipoles at distance R have energy at least −2/R³, reached only head to tail

Two polar molecules are held a distance $R$ apart and are free to turn. Which orientations have the lowest energy, and how low is it? In the point-dipole model, the energy can be written with a 3×3 matrix that takes one dipole to the field it makes at the other site. The properties of this matrix settle the question, and they also give tests for the routine that builds it.

Let $n$ be the unit vector along the line between the sites, $I$ the identity matrix, and

$$T=\frac{3nn^{T}-I}{R^{3}},\qquad U=-p^{T}Tq,$$

where $p$ and $q$ are dipoles of unit length and $U$ is their interaction energy, in units where the Coulomb prefactor $1/(4\pi\varepsilon_0)$ is one. For $R>0$,

$$T^{2}=\frac{I+3nn^{T}}{R^{6}},\qquad \det T=\frac{2}{R^{9}},\qquad -\frac{2}{R^{3}}\le U\le\frac{2}{R^{3}}.$$

The minimum occurs exactly when $p=q=n$ or $p=q=-n$, and the maximum exactly when one dipole is $n$ and the other is $-n$. If $p$ is perpendicular to $n$, the lower bound rises to $-1/R^3$, reached exactly when $q=-p$.

## Checks on a dipole tensor routine

Some codes with point dipoles, for example for polarisable force fields, build $T$ explicitly for pairs of sites. For a single undamped pair, the two matrix identities test that routine at any separation: $R^6T^2$ should equal $I+3nn^T$, and $R^9\det T$ should equal 2. Both targets are dimensionless and of order one, so the same tolerance can serve at short and long range.

The determinant also detects the sign convention. Some codes store $-T$ and write the energy without the minus sign; their determinant is $-2/R^9$, while the square is unchanged.

The energy bound tests the contraction with the dipoles. For dipoles of lengths $\mu_1$ and $\mu_2$, bilinearity scales it to $-2\mu_1\mu_2/R^3$, and a bare pair energy below that value by more than rounding points to an error in the tensor, the contraction, the units or the dipoles.

## From a projector to a sum of squares

**The square.** Put $P=nn^T$. Since $n\cdot n=1$, we have $P^2=n(n^Tn)n^T=P$, and therefore

$$(3P-I)^2=9P^2-6P+I=I+3P.$$

Dividing by $R^6$ gives $T^2$.

**The determinant.** For a 3×3 matrix $A$, expansion gives $\det(A-I)=\det A-M+\operatorname{tr}A-1$, where $M$ is the sum of the principal 2×2 minors. For $A=3nn^T$, which has rank one, $\det A$ and $M$ vanish. Thus $\det(3nn^T-I)=3\,n\cdot n-1=2$. The factor $1/R^3$ multiplies each of the three rows, so $\det T=2/R^9$.

**The energy.** Because $nn^Tq=(n\cdot q)\,n$,

$$R^3U=p\cdot q-3(n\cdot p)(n\cdot q).$$

Write $a=n\cdot p$ and $b=n\cdot q$ for the axial components, and $p_\perp=p-an$ and $q_\perp=q-bn$ for the transverse parts. Expanding the product and using $n\cdot n=1$ gives $p_\perp\cdot q_\perp=p\cdot q-ab$. In particular $|p_\perp|^2=1-a^2$ and $|q_\perp|^2=1-b^2$, and the energy becomes $R^3U=p_\perp\cdot q_\perp-2ab$. Now

$$\tfrac12\left(|p_\perp|^2+|q_\perp|^2+|p_\perp+q_\perp|^2\right)=2-a^2-b^2+p_\perp\cdot q_\perp.$$

Adding $(a-b)^2=a^2+b^2-2ab$ leaves $2-2ab+p_\perp\cdot q_\perp$ on the right, so

$$R^3U+2=(a-b)^2+\tfrac12\left(|p_\perp|^2+|q_\perp|^2+|p_\perp+q_\perp|^2\right).$$

The right side is never negative, which proves the lower bound. If it is zero, then $p_\perp=q_\perp=0$ and $a=b$, so $p=q=an$. Unit length gives $a^2=1$, hence $a=\pm1$. Conversely, $p=q=\pm n$ gives $R^3U=1-3=-2$.

**The maximum.** Replacing $q$ by $-q$ changes the sign of $U$. The lower bound for the pair $p,-q$ is therefore the upper bound for $p,q$, and its equality cases become $p=n,\ q=-n$ and $p=-n,\ q=n$.

**A transverse dipole.** If $n\cdot p=0$, then $R^3U=p\cdot q$. Since $|p+q|^2=2+2p\cdot q$,

$$R^3U+1=\tfrac12|p+q|^2\ge0,$$

with equality exactly when $q=-p$.

## The Lean file

```lean
import Mathlib

open Matrix

namespace DipoleInteractionTensor

noncomputable section

/-- The dipole interaction tensor `T = (3 n nᵀ - I) / R³` for two sites a distance `R ≠ 0`
apart along the unit vector `n`. -/
def dipoleTensor (n : Fin 3 → ℝ) (R : ℝ) : Matrix (Fin 3) (Fin 3) ℝ :=
  (1 / R ^ 3) • ((3 : ℝ) • vecMulVec n n - 1)

/-- The interaction energy `-pᵀ T q` of two point dipoles `p` and `q` a distance `R ≠ 0` apart along
the unit vector `n`. -/
def dipoleEnergy (n : Fin 3 → ℝ) (R : ℝ) (p q : Fin 3 → ℝ) : ℝ :=
  -(p ⬝ᵥ (dipoleTensor n R *ᵥ q))

/-- The part of a dipole `p` perpendicular to the unit vector `n`. -/
def transverse (n p : Fin 3 → ℝ) : Fin 3 → ℝ := p - (n ⬝ᵥ p) • n

/-- For a unit vector `n` and `R ≠ 0`, the square of the dipole tensor satisfies
`R⁶ T² = I + 3 n nᵀ`. -/
theorem dipoleTensor_sq {n : Fin 3 → ℝ} {R : ℝ} (hR : R ≠ 0) (hn : n ⬝ᵥ n = 1) :
    R ^ 6 • dipoleTensor n R ^ 2 = 1 + (3 : ℝ) • vecMulVec n n := by
  simp only [dotProduct, Fin.sum_univ_three] at hn
  -- `n nᵀ` is a projector
  have hP : vecMulVec n n * vecMulVec n n = vecMulVec n n := by
    ext i j
    simp only [Matrix.mul_apply, vecMulVec_apply, Fin.sum_univ_three]
    linear_combination (n i * n j) * hn
  have hA : ((3 : ℝ) • vecMulVec n n - 1) * ((3 : ℝ) • vecMulVec n n - 1)
      = 1 + (3 : ℝ) • vecMulVec n n := by
    simp only [sub_mul, mul_sub, smul_mul_assoc, mul_smul_comm, hP, one_mul, mul_one]
    module
  have hc : R ^ 6 * (1 / R ^ 3) * (1 / R ^ 3) = 1 := by field_simp
  rw [pow_two, dipoleTensor, smul_mul_assoc, mul_smul_comm, hA, smul_smul, smul_smul, hc,
    one_smul]

/-- For a unit vector `n` and `R ≠ 0`, the determinant of the dipole tensor satisfies
`R⁹ det T = 2`. -/
theorem dipoleTensor_det {n : Fin 3 → ℝ} {R : ℝ} (hR : R ≠ 0) (hn : n ⬝ᵥ n = 1) :
    R ^ 9 * (dipoleTensor n R).det = 2 := by
  simp only [dotProduct, Fin.sum_univ_three] at hn
  have hA : ((3 : ℝ) • vecMulVec n n - 1).det = 2 := by
    rw [Matrix.det_fin_three]
    simp [vecMulVec_apply]
    linear_combination 3 * hn
  have hc : R ^ 9 * (1 / R ^ 3) ^ 3 = 1 := by field_simp
  rw [dipoleTensor, Matrix.det_smul, hA, Fintype.card_fin]
  linear_combination 2 * hc

/-- The dipole energy at `R ≠ 0` in terms of dot products:
`R³ U = p·q - 3 (n·p)(n·q)`. -/
theorem dipoleEnergy_eq {R : ℝ} (hR : R ≠ 0) (n p q : Fin 3 → ℝ) :
    R ^ 3 * dipoleEnergy n R p q = p ⬝ᵥ q - 3 * (n ⬝ᵥ p) * (n ⬝ᵥ q) := by
  have hP : vecMulVec n n *ᵥ q = (n ⬝ᵥ q) • n := by
    ext i
    simp only [Matrix.mulVec, dotProduct, vecMulVec_apply, Fin.sum_univ_three,
      Pi.smul_apply, smul_eq_mul]
    ring
  have hc : R ^ 3 * (1 / R ^ 3) = 1 := by field_simp
  simp only [dipoleEnergy, dipoleTensor, Matrix.smul_mulVec, Matrix.sub_mulVec, hP,
    Matrix.one_mulVec, dotProduct_smul, dotProduct_sub, smul_eq_mul, dotProduct_comm p n]
  linear_combination (p ⬝ᵥ q - 3 * (n ⬝ᵥ p) * (n ⬝ᵥ q)) * hc

/-- For a unit vector `n`, the dot product of the transverse parts of two dipoles is
`p·q - (n·p)(n·q)`. -/
theorem transverse_dot {n : Fin 3 → ℝ} (hn : n ⬝ᵥ n = 1) (p q : Fin 3 → ℝ) :
    transverse n p ⬝ᵥ transverse n q = p ⬝ᵥ q - (n ⬝ᵥ p) * (n ⬝ᵥ q) := by
  simp only [transverse, sub_dotProduct, dotProduct_sub, smul_dotProduct, dotProduct_smul,
    smul_eq_mul, hn, dotProduct_comm p n]
  ring

/-- For unit `n`, `p`, `q` and `R ≠ 0`, the quantity `R³ U + 2` equals the squared difference of the
axial components plus half the sum of three squared lengths: those of the two transverse parts and
that of their vector sum. -/
theorem energy_excess {n p q : Fin 3 → ℝ} {R : ℝ} (hR : R ≠ 0) (hn : n ⬝ᵥ n = 1)
    (hp : p ⬝ᵥ p = 1) (hq : q ⬝ᵥ q = 1) :
    R ^ 3 * dipoleEnergy n R p q + 2 = (n ⬝ᵥ p - n ⬝ᵥ q) ^ 2
      + (transverse n p ⬝ᵥ transverse n p + transverse n q ⬝ᵥ transverse n q
        + (transverse n p + transverse n q) ⬝ᵥ (transverse n p + transverse n q)) / 2 := by
  rw [dipoleEnergy_eq hR]
  simp only [add_dotProduct, dotProduct_add, transverse_dot hn, hp, hq, dotProduct_comm q p]
  ring

/-- For unit dipoles `p`, `q` at distance `R > 0` along the unit vector `n`, the energy is at
least `-2/R³`, with equality exactly when `p = q = n` or `p = q = -n`. -/
theorem energy_min {n p q : Fin 3 → ℝ} {R : ℝ} (hR : 0 < R) (hn : n ⬝ᵥ n = 1)
    (hp : p ⬝ᵥ p = 1) (hq : q ⬝ᵥ q = 1) :
    -2 / R ^ 3 ≤ dipoleEnergy n R p q ∧
      (dipoleEnergy n R p q = -2 / R ^ 3 ↔ (p = n ∧ q = n) ∨ (p = -n ∧ q = -n)) := by
  have hR3 : 0 < R ^ 3 := by positivity
  have h := energy_excess hR.ne' hn hp hq
  have nn : ∀ v : Fin 3 → ℝ, 0 ≤ v ⬝ᵥ v := fun v =>
    Finset.sum_nonneg fun i _ => mul_self_nonneg (v i)
  have h1 := nn (transverse n p)
  have h2 := nn (transverse n q)
  have h3 := nn (transverse n p + transverse n q)
  have h4 := sq_nonneg (n ⬝ᵥ p - n ⬝ᵥ q)
  rw [div_le_iff₀ hR3, eq_div_iff hR3.ne']
  refine ⟨by linarith, fun hU => ?_, fun hU => ?_⟩
  · -- every square in the excess vanishes
    have t1 : transverse n p ⬝ᵥ transverse n p = 0 := by linarith
    have t2 : transverse n q ⬝ᵥ transverse n q = 0 := by linarith
    have t4 : (n ⬝ᵥ p - n ⬝ᵥ q) ^ 2 = 0 := by linarith
    have hab : n ⬝ᵥ p = n ⬝ᵥ q := sub_eq_zero.mp ((pow_eq_zero_iff two_ne_zero).mp t4)
    have ep : p = (n ⬝ᵥ p) • n := sub_eq_zero.mp (dotProduct_self_eq_zero.mp t1)
    have eq' : q = (n ⬝ᵥ q) • n := sub_eq_zero.mp (dotProduct_self_eq_zero.mp t2)
    -- the common axial component is `1` or `-1`
    have ha : (n ⬝ᵥ p) * (n ⬝ᵥ p) = 1 := by
      have := transverse_dot hn p p
      linarith
    rcases mul_self_eq_one_iff.mp ha with h5 | h5
    · left
      rw [← hab, h5, one_smul] at eq'
      rw [h5, one_smul] at ep
      exact ⟨ep, eq'⟩
    · right
      rw [← hab, h5, neg_smul, one_smul] at eq'
      rw [h5, neg_smul, one_smul] at ep
      exact ⟨ep, eq'⟩
  · have e := dipoleEnergy_eq hR.ne' n p q
    rcases hU with ⟨h5, h6⟩ | ⟨h5, h6⟩
    · rw [h5, h6] at e ⊢
      simp only [hn] at e
      linarith
    · rw [h5, h6] at e ⊢
      simp only [neg_dotProduct, dotProduct_neg, hn] at e
      linarith

/-- For unit dipoles `p`, `q` at distance `R > 0` along the unit vector `n`, the energy is at
most `2/R³`, with equality exactly when one dipole is `n` and the other is `-n`. -/
theorem energy_max {n p q : Fin 3 → ℝ} {R : ℝ} (hR : 0 < R) (hn : n ⬝ᵥ n = 1)
    (hp : p ⬝ᵥ p = 1) (hq : q ⬝ᵥ q = 1) :
    dipoleEnergy n R p q ≤ 2 / R ^ 3 ∧
      (dipoleEnergy n R p q = 2 / R ^ 3 ↔ (p = n ∧ q = -n) ∨ (p = -n ∧ q = n)) := by
  -- reversing one dipole changes the sign of the energy
  have hneg : dipoleEnergy n R p (-q) = -dipoleEnergy n R p q := by
    simp only [dipoleEnergy, Matrix.mulVec_neg, dotProduct_neg]
  have hq' : (-q) ⬝ᵥ (-q) = 1 := by
    simp only [neg_dotProduct, dotProduct_neg, neg_neg, hq]
  have h := energy_min hR hn hp hq'
  simp only [hneg, neg_div, neg_le_neg_iff, neg_eq_iff_eq_neg, neg_neg] at h
  exact h

/-- If the unit dipole `p` is perpendicular to the axis `n` and `R > 0`, the energy with any
unit dipole `q` is at least `-1/R³`, with equality exactly when `q = -p`. -/
theorem energy_min_of_perpendicular {n p q : Fin 3 → ℝ} {R : ℝ} (hR : 0 < R)
    (hnp : n ⬝ᵥ p = 0) (hp : p ⬝ᵥ p = 1) (hq : q ⬝ᵥ q = 1) :
    -1 / R ^ 3 ≤ dipoleEnergy n R p q ∧
      (dipoleEnergy n R p q = -1 / R ^ 3 ↔ q = -p) := by
  have hR3 : 0 < R ^ 3 := by positivity
  have e := dipoleEnergy_eq hR.ne' n p q
  rw [hnp, mul_zero, zero_mul, sub_zero] at e
  have s : (p + q) ⬝ᵥ (p + q) = 2 + 2 * (p ⬝ᵥ q) := by
    simp only [add_dotProduct, dotProduct_add, hp, hq, dotProduct_comm q p]
    ring
  have h0 : 0 ≤ (p + q) ⬝ᵥ (p + q) :=
    Finset.sum_nonneg fun i _ => mul_self_nonneg ((p + q) i)
  rw [div_le_iff₀ hR3, eq_div_iff hR3.ne']
  refine ⟨by linarith, fun hU => ?_, fun hU => ?_⟩
  · have hz : (p + q) ⬝ᵥ (p + q) = 0 := by linarith
    exact eq_neg_of_add_eq_zero_right (dotProduct_self_eq_zero.mp hz)
  · have hpq : p ⬝ᵥ q = -1 := by rw [hU, dotProduct_neg, hp]
    linarith

end

end DipoleInteractionTensor
```

```lean
#print axioms DipoleInteractionTensor.dipoleTensor_det
#print axioms DipoleInteractionTensor.energy_min
#print axioms DipoleInteractionTensor.energy_max
#print axioms DipoleInteractionTensor.energy_min_of_perpendicular
```

```
'DipoleInteractionTensor.dipoleTensor_det' depends on axioms: [propext, Classical.choice, Quot.sound]
'DipoleInteractionTensor.energy_min' depends on axioms: [propext, Classical.choice, Quot.sound]
'DipoleInteractionTensor.energy_max' depends on axioms: [propext, Classical.choice, Quot.sound]
'DipoleInteractionTensor.energy_min_of_perpendicular' depends on axioms: [propext, Classical.choice, Quot.sound]
```

## Reading the Lean statements as physics

A vector is a function `Fin 3 → ℝ`, and `⬝ᵥ` is the ordinary dot product. Unit length is written `n ⬝ᵥ n = 1`, so it means Euclidean length. The matrix `vecMulVec n n` is $nn^T$, the `1` beside it is the identity matrix, and `*ᵥ` applies a matrix to a vector. `dipoleTensor` and `dipoleEnergy` are then $T$ and $U$ with the signs used above.

`dipoleTensor_sq` and `dipoleTensor_det` state the matrix identities multiplied through by $R^6$ and $R^9$, for unit `n` and `R ≠ 0`; division gives the forms displayed at the start. `energy_min` and `energy_max` take `0 < R` and three unit vectors. Each pairs an inequality with an "exactly when" statement for equality. `energy_min_of_perpendicular` needs `0 < R`, unit vectors `p` and `q`, and `n ⬝ᵥ p = 0`, but places no condition on the length of `n`.

## How the Lean proofs use the algebra

In `dipoleTensor_sq`, the step `hP` is $P^2=P$ and `hA` is the expanded square. In `dipoleTensor_det`, the 3×3 determinant is written out in components, and `linear_combination 3 * hn` uses $n\cdot n=1$ to reduce it to 2.

`dipoleEnergy_eq` gives the energy in dot products, and `transverse_dot` gives the product of two transverse parts. `energy_excess` rewrites the energy with the first and the sum of squares with the second, after which `ring` confirms the identity.

In `energy_min`, the facts `h1` to `h4` say that the squares are nonnegative, and `linarith` deduces the bound. For equality, the same facts force the two transverse parts and the axial difference to vanish. The lemma `dotProduct_self_eq_zero` turns a zero squared length into a zero vector, and `mul_self_eq_one_iff` gives the two signs of the axial component. The converse evaluates the energy at the two aligned arrangements.

`energy_max` applies `energy_min` to `p` and `-q`. The perpendicular case uses the single square $|p+q|^2$ in the same manner.

## Where the guarantee ends

The theorems describe one pair of bare classical point dipoles with prescribed lengths. Short-range damping changes $T$, and periodic images add further terms, so the matrix identities do not hold in general for a damped or Ewald-summed tensor, and any energy bound there needs its own proof. With many dipoles, the pair minimum need not be attainable for all pairs at once.

The direction `n` and the distance `R` are separate inputs. A code usually computes both from a displacement vector, and that normalisation is part of what the numerical checks test. The statements are about real numbers, so a floating-point comparison needs a tolerance, especially near the equality cases.
